# A Hermitian perturbation that averages to zero over a finite symmetry group never raises the lowest eigenvalue of a Hermitian matrix with that symmetry

Suppose that a Hamiltonian matrix with a finite symmetry group is diagonalised, a symmetry-breaking term is added, and the new matrix is diagonalised too. If the lowest level has gone up, then either the added term has a symmetric part or something is wrong in the calculation. That inference holds for any finite Hermitian matrix with a fixed Hermitian added term, whether or not the lowest level is degenerate. It does not extend in general to the lowest eigenvalue of a self-consistent Hamiltonian, which changes with its own solution.

## Matrices, group and lowest level

The states are complex vectors with components labelled by a finite set `n`, and the symmetry operations form a finite group `G`.

In Lean 4 with Mathlib:

```lean
import Mathlib

open Matrix
open scoped ComplexOrder

namespace SymmetryBreaking

noncomputable section

variable {n G : Type*} [Fintype n] [DecidableEq n] [Group G] [Fintype G]
```

The lowest level of a matrix $A$ is the least real number $E$ for which some $\psi \neq 0$ satisfies $A\psi = E\psi$. In `IsGroundEnergy A E`, the word `IsLeast` carries two statements: $E$ is an eigenvalue, and no real eigenvalue lies below it. Nothing is said about how many independent eigenvectors belong to $E$. The symbol `*ᵥ` is a matrix acting on a vector, and `•` is multiplication by a number.

The theorems take such an $E$ as given. By the spectral theorem, every Hermitian matrix of nonzero size has one.

```lean
/-- `E` is the lowest eigenvalue of the matrix `A`: the least real number that has a nonzero
eigenvector. -/
def IsGroundEnergy (A : Matrix n n ℂ) (E : ℝ) : Prop :=
  IsLeast {e : ℝ | ∃ ψ : n → ℂ, ψ ≠ 0 ∧ A *ᵥ ψ = e • ψ} E
```

Each $g$ in $G$ acts by a unitary matrix $U(g)$, with $U(gh) = U(g)U(h)$. This is the type `G →* unitaryGroup n ℂ`, and `(U g).1` is the matrix itself. Antiunitary operations such as time reversal, and continuous groups, therefore lie beyond this setting. The group average of $A$ is

$$\bar A = \frac{1}{|G|}\sum_{g} U(g)\,A\,U(g)^\dagger ,$$

with `ᴴ` for the adjoint. A nonzero perturbation $V$ breaks the symmetry purely, without a symmetric part, when $\bar V = 0$.

```lean
/-- The group average `(1/|G|) ∑ U(g) A U(g)†` of an operator `A`. -/
def average (U : G →* unitaryGroup n ℂ) (A : Matrix n n ℂ) : Matrix n n ℂ :=
  (Fintype.card G : ℝ)⁻¹ • ∑ g, (U g).1 * A * (U g).1ᴴ
```

## The variational principle as a positivity statement

Let $A$ be Hermitian with lowest eigenvalue $E$, and put $B = A - E$, where a number stands for that multiple of the identity. $B$ is Hermitian, so it has an orthonormal eigenbasis $\varphi_j$ with $B\varphi_j = \beta_j\varphi_j$. Then $A\varphi_j = (\beta_j + E)\varphi_j$, so $\beta_j + E$ is an eigenvalue of $A$ and cannot lie below $E$. Hence $\beta_j \ge 0$ for every $j$, and $B$ is positive semidefinite.

In the proof, `key` is the eigenvalue equation for $B$, and `hE.2` supplies the inequality $E \le \beta_j + E$.

```lean
/-- Variational principle: for Hermitian `A` with lowest eigenvalue `E`, the operator `A - E`
is positive semidefinite. -/
theorem posSemidef_sub_groundEnergy {A : Matrix n n ℂ} (hA : A.IsHermitian) {E : ℝ}
    (hE : IsGroundEnergy A E) : (A - E • (1 : Matrix n n ℂ)).PosSemidef := by
  have hB : (A - E • (1 : Matrix n n ℂ)).IsHermitian := by
    simp [Matrix.IsHermitian, Matrix.conjTranspose_sub, Matrix.conjTranspose_smul, hA.eq]
  refine hB.posSemidef_iff_eigenvalues_nonneg.mpr fun j => ?_
  have key := hB.mulVec_eigenvectorBasis j
  rw [Matrix.sub_mulVec, Matrix.smul_mulVec, Matrix.one_mulVec] at key
  have h := hE.2 ⟨(hB.eigenvectorBasis j).ofLp,
    fun h => hB.eigenvectorBasis.orthonormal.ne_zero j (by ext i; exact congrFun h i),
    show _ = (hB.eigenvalues j + E) • _ by rw [add_smul, ← key, sub_add_cancel]⟩
  show 0 ≤ hB.eigenvalues j
  linarith
```

Conversely, let $A - e$ be positive semidefinite and let $A\psi = E\psi$ with $\psi \ne 0$. Then

$$0 \le \psi^\dagger (A-e)\psi = (E-e)\,\psi^\dagger\psi ,$$

and $\psi^\dagger\psi > 0$ gives $e \le E$. The two facts are `h1` and `hp`; the last lines assume $E < e$ and reach a contradiction.

```lean
/-- If `A - e` is positive semidefinite, then `e` is a lower bound for the lowest eigenvalue
of `A`. -/
theorem le_groundEnergy {A : Matrix n n ℂ} {e E : ℝ}
    (h : (A - e • (1 : Matrix n n ℂ)).PosSemidef) (hE : IsGroundEnergy A E) : e ≤ E := by
  obtain ⟨ψ, hψ, hA⟩ := hE.1
  have h1 := h.dotProduct_mulVec_nonneg ψ
  rw [Matrix.sub_mulVec, Matrix.smul_mulVec, Matrix.one_mulVec, hA, ← sub_smul,
    dotProduct_smul] at h1
  have hp : 0 < star ψ ⬝ᵥ ψ := lt_of_le_of_ne (dotProduct_star_self_nonneg ψ)
    (fun h0 => hψ (dotProduct_star_self_eq_zero.mp h0.symm))
  have h2 := (Complex.nonneg_iff.mp h1).1
  rw [Complex.smul_re, smul_eq_mul] at h2
  by_contra hlt
  have := mul_neg_of_neg_of_pos (sub_neg.mpr (not_le.mp hlt)) (Complex.pos_iff.mp hp).1
  linarith
```

## What averaging does to an operator

For real $r$, the sum over the group can be taken term by term:

$$\overline{A + rB} = \bar A + r\bar B .$$

```lean
/-- Group averaging is linear over the real numbers. -/
theorem average_add_smul (U : G →* unitaryGroup n ℂ) (A B : Matrix n n ℂ) (r : ℝ) :
    average U (A + r • B) = average U A + r • average U B := by
  simp only [average, mul_add, add_mul, Matrix.mul_smul, Matrix.smul_mul,
    Finset.sum_add_distrib, ← Finset.smul_sum, smul_add]
  rw [smul_comm]
```

If $A$ commutes with every $U(g)$, then $U(g)AU(g)^\dagger = A\,U(g)U(g)^\dagger = A$. The average is then $|G|$ copies of $A$ divided by $|G|$, so $\bar A = A$.

```lean
/-- An operator that commutes with the whole group equals its group average. -/
theorem average_of_commute (U : G →* unitaryGroup n ℂ) {A : Matrix n n ℂ}
    (hA : ∀ g, Commute A (U g).1) : average U A = A := by
  have h : ∀ g, (U g).1 * A * (U g).1ᴴ = A := fun g => by
    have hu : (U g).1 * (U g).1ᴴ = 1 := Matrix.mem_unitaryGroup_iff.mp (U g).2
    rw [← (hA g).eq, mul_assoc, hu, mul_one]
  have hc : (Fintype.card G : ℝ) ≠ 0 := Nat.cast_ne_zero.mpr Fintype.card_ne_zero
  simp only [average, h, Finset.sum_const, Finset.card_univ]
  rw [← Nat.cast_smul_eq_nsmul ℝ, smul_smul, inv_mul_cancel₀ hc, one_smul]
```

The identity matrix commutes with everything. The two preceding results therefore combine to $\overline{A - e} = \bar A - e$.

```lean
/-- Subtracting a constant energy commutes with group averaging. -/
theorem average_shift (U : G →* unitaryGroup n ℂ) (A : Matrix n n ℂ) (e : ℝ) :
    average U (A - e • (1 : Matrix n n ℂ)) = average U A - e • (1 : Matrix n n ℂ) := by
  rw [sub_eq_add_neg, ← neg_smul, average_add_smul,
    average_of_commute U (fun g => Commute.one_left _), neg_smul, ← sub_eq_add_neg]
```

## Averaging never lowers the lowest level

Let $E$ be the lowest eigenvalue of a Hermitian $A$, and $E'$ that of $\bar A$. For any vector $\varphi$ and any $g$,

$$\varphi^\dagger U(g)(A-E)U(g)^\dagger\varphi = \big(U(g)^\dagger\varphi\big)^\dagger (A-E)\big(U(g)^\dagger\varphi\big) \ge 0 .$$

Every term in the average of $A-E$ is thus positive semidefinite, and so is the average, which equals $\bar A - E$. By the converse half of the variational principle, $E \le E'$. The proof runs in the opposite order: it first applies `le_groundEnergy`, then rewrites with `average_shift`, and finally shows positivity term by term.

```lean
/-- Averaging a Hermitian operator over the group never lowers its lowest eigenvalue. -/
theorem groundEnergy_le_average (U : G →* unitaryGroup n ℂ) {A : Matrix n n ℂ}
    (hA : A.IsHermitian) {E E' : ℝ} (hE : IsGroundEnergy A E)
    (hE' : IsGroundEnergy (average U A) E') : E ≤ E' := by
  refine le_groundEnergy ?_ hE'
  rw [← average_shift]
  -- an average of positive operators is positive
  exact (Matrix.posSemidef_sum _ fun g _ =>
    (posSemidef_sub_groundEnergy hA hE).mul_mul_conjTranspose_same (U g).1).smul (by positivity)
```

## The perturbed level lies at or below the unperturbed one

Now let $H$ and $V$ be Hermitian, let $H$ commute with every $U(g)$, and let $\bar V = 0$. For real $t$,

$$\overline{H + tV} = \bar H + t\bar V = H .$$

So $H$ is the group average of $H + tV$. Since averaging never lowers the lowest level, the lowest eigenvalue $E$ of $H+tV$ and the lowest eigenvalue $E_0$ of $H$ satisfy $E \le E_0$.

The hypotheses appear in the statement as `hH` and `hV` (both matrices are Hermitian), `hU` (the symmetry of $H$) and `hV0` (the zero average of $V$). The strength `t` is any real number, of either sign and any size, so this is not a perturbative estimate.

```lean
/-- Let Hermitian `H` commute with a finite group of unitaries and let Hermitian `V` have zero
group average. Then for every real `t` the lowest eigenvalue of `H + tV` is at most that of `H`. -/
theorem groundEnergy_perturbed_le (U : G →* unitaryGroup n ℂ) {H V : Matrix n n ℂ}
    (hH : H.IsHermitian) (hV : V.IsHermitian) (hU : ∀ g, Commute H (U g).1)
    (hV0 : average U V = 0) (t : ℝ) {E₀ E : ℝ} (hE₀ : IsGroundEnergy H E₀)
    (hE : IsGroundEnergy (H + t • V) E) : E ≤ E₀ := by
  have hA : (H + t • V).IsHermitian := by
    simp [Matrix.IsHermitian, Matrix.conjTranspose_add, Matrix.conjTranspose_smul, hH.eq, hV.eq]
  refine groundEnergy_le_average U hA hE ?_
  rwa [average_add_smul, hV0, smul_zero, add_zero, average_of_commute U hU]
```

## When the level drops strictly

Equality is possible, for instance when $V = 0$. To see when it is excluded, take a positive semidefinite $B$ whose average annihilates a state $\psi$. Then

$$0 = \psi^\dagger \bar B\psi = \frac{1}{|G|}\sum_g \psi^\dagger U(g)BU(g)^\dagger\psi .$$

No term is negative, so each one vanishes. The term of the identity element is $\psi^\dagger B\psi = 0$. Writing $B = C^\dagger C$ turns this into $\|C\psi\|^2 = 0$, hence $B\psi = 0$. In the proof, `hs` is the vanishing sum and `h1` is its term at the identity.

```lean
/-- If the group average of a positive semidefinite operator annihilates a state, then so does
the operator itself. -/
theorem mulVec_eq_zero_of_average (U : G →* unitaryGroup n ℂ) {B : Matrix n n ℂ}
    (hB : B.PosSemidef) {ψ : n → ℂ} (h : average U B *ᵥ ψ = 0) : B *ᵥ ψ = 0 := by
  have hc : (Fintype.card G : ℝ)⁻¹ ≠ 0 :=
    inv_ne_zero (Nat.cast_ne_zero.mpr Fintype.card_ne_zero)
  rw [average, Matrix.smul_mulVec] at h
  have hs := congrArg (fun x => star ψ ⬝ᵥ x) ((smul_eq_zero.mp h).resolve_left hc)
  simp only [Matrix.sum_mulVec, dotProduct_sum, dotProduct_zero] at hs
  -- nonnegative terms with zero sum all vanish; take the identity element
  have h1 := (Finset.sum_eq_zero_iff_of_nonneg fun g _ =>
    (hB.mul_mul_conjTranspose_same (U g).1).dotProduct_mulVec_nonneg ψ).mp hs 1
      (Finset.mem_univ _)
  rw [map_one, OneMemClass.coe_one, Matrix.conjTranspose_one, one_mul, mul_one] at h1
  exact (hB.dotProduct_mulVec_zero_iff ψ).mp h1
```

Let $H\psi = E_0\psi$ and $t \neq 0$, and suppose that $E = E_0$. The matrix $B = H + tV - E$ is positive semidefinite, and its average is $H - E_0$, which annihilates $\psi$. By the previous step $B\psi = 0$. Since $(H - E_0)\psi = 0$, what remains is $tV\psi = 0$, so $V\psi = 0$.

Therefore, if $V\psi \neq 0$ for some ground state $\psi$, the level drops strictly: $E < E_0$. In a degenerate ground level, one such vector is enough. The hypothesis `hVψ` also guarantees that $\psi$ is not the zero vector.

```lean
/-- Let Hermitian `H` commute with a finite group of unitaries, let Hermitian `V` have zero group
average, and let `H` have a ground state `ψ` with `V ψ ≠ 0`. Then for every real `t ≠ 0` the lowest
eigenvalue of `H + tV` is strictly below that of `H`. -/
theorem groundEnergy_perturbed_lt (U : G →* unitaryGroup n ℂ) {H V : Matrix n n ℂ}
    (hH : H.IsHermitian) (hV : V.IsHermitian) (hU : ∀ g, Commute H (U g).1)
    (hV0 : average U V = 0) {t : ℝ} (ht : t ≠ 0) {E₀ E : ℝ} (hE₀ : IsGroundEnergy H E₀)
    (hE : IsGroundEnergy (H + t • V) E) {ψ : n → ℂ} (hψ : H *ᵥ ψ = E₀ • ψ)
    (hVψ : V *ᵥ ψ ≠ 0) : E < E₀ := by
  refine lt_of_le_of_ne (groundEnergy_perturbed_le U hH hV hU hV0 t hE₀ hE) fun heq => hVψ ?_
  have hA : (H + t • V).IsHermitian := by
    simp [Matrix.IsHermitian, Matrix.conjTranspose_add, Matrix.conjTranspose_smul, hH.eq, hV.eq]
  have h := mulVec_eq_zero_of_average U (posSemidef_sub_groundEnergy hA hE) (ψ := ψ) (by
    rw [average_shift, average_add_smul, hV0, smul_zero, add_zero, average_of_commute U hU,
      Matrix.sub_mulVec, Matrix.smul_mulVec, Matrix.one_mulVec, hψ, heq, sub_self])
  -- equality of the energies leaves only the perturbation acting on `ψ`
  rw [Matrix.sub_mulVec, Matrix.add_mulVec, Matrix.smul_mulVec, Matrix.smul_mulVec,
    Matrix.one_mulVec, hψ, heq, add_sub_cancel_left] at h
  exact (smul_eq_zero.mp h).resolve_left ht
```

## A two-level system with parity

The smallest nontrivial symmetry has two elements, $s = 1$ and $s = -1$, which form the group `ℤˣ`. Let them act on two states, one even and one odd, by

$$U(s) = \begin{pmatrix} 1 & 0\\ 0 & s\end{pmatrix}.$$

```lean
/-- The two-element group `{1, -1}` acting on a two-level system by `diag(1, s)`. -/
def parity : ℤˣ →* unitaryGroup (Fin 2) ℂ where
  toFun s := ⟨!![1, 0; 0, ((s : ℤ) : ℂ)], by
    rw [Matrix.mem_unitaryGroup_iff, Matrix.star_eq_conjTranspose]
    rcases Int.units_eq_one_or s with rfl | rfl <;> ext i j <;> fin_cases i <;> fin_cases j <;>
      simp [Matrix.mul_apply, Fin.sum_univ_succ]⟩
  map_one' := by
    ext i j
    fin_cases i <;> fin_cases j <;> simp
  map_mul' s t := by
    ext i j
    fin_cases i <;> fin_cases j <;> simp
```

Take $H = \sigma_z = \mathrm{diag}(1,-1)$ and $V = \sigma_x$, the matrix that exchanges the two states. Both are Hermitian, and $H$ is diagonal like $U(s)$, so they commute. Conjugation gives $U(s)\sigma_xU(s)^\dagger = s\,\sigma_x$, and the average is $\tfrac12(\sigma_x - \sigma_x) = 0$. The theorem below states these four facts, with the cases checked entry by entry.

```lean
/-- For the parity group of a two-level system, the Hermitian matrix `σz` commutes with the group
and the Hermitian matrix `σx` has zero group average. -/
theorem parity_witness :
    (!![1, 0; 0, -1] : Matrix (Fin 2) (Fin 2) ℂ).IsHermitian ∧
    (!![0, 1; 1, 0] : Matrix (Fin 2) (Fin 2) ℂ).IsHermitian ∧
    (∀ s, Commute (!![1, 0; 0, -1] : Matrix (Fin 2) (Fin 2) ℂ) (parity s).1) ∧
    average parity !![0, 1; 1, 0] = 0 := by
  refine ⟨?_, ?_, fun s => ?_, ?_⟩
  · ext i j
    fin_cases i <;> fin_cases j <;> simp
  · ext i j
    fin_cases i <;> fin_cases j <;> simp
  · show _ * _ = _ * _
    ext i j
    fin_cases i <;> fin_cases j <;> simp [parity, Matrix.mul_apply, Fin.sum_univ_succ]
  · rw [average, UnitsInt.univ, Finset.sum_pair (by decide)]
    ext i j
    fin_cases i <;> fin_cases j <;>
      simp [parity, Matrix.vecMul, dotProduct, Fin.sum_univ_succ]

end

end SymmetryBreaking
```

```lean
#print axioms SymmetryBreaking.groundEnergy_perturbed_lt
```

```
'SymmetryBreaking.groundEnergy_perturbed_lt' depends on axioms: [propext, Classical.choice, Quot.sound]
```

## Numbers for the two-level system

The eigenvalues of $\sigma_z + t\sigma_x$ are $\pm\sqrt{1+t^2}$, so the lowest level moves from $-1$ to $-\sqrt{1+t^2}$. For $t = \tfrac34$ it is $-\tfrac54$, with normalised eigenvector $(1,-3)^{T}/\sqrt{10}$. At $t = 0$ the ground state is $\psi = (0,1)^{T}$, and $\sigma_x\psi = (1,0)^{T} \neq 0$, in agreement with the strict drop for every $t \neq 0$.

## A Hamiltonian without the symmetry

Keep the parity group and $V = \sigma_x$, but take $H = -\sigma_x$, which does not commute with $U(-1)$. At $t = 1$ the sum $H + V$ is the zero matrix, and the lowest level has risen from $-1$ to $0$. A zero average of $V$, with both matrices Hermitian, is therefore not sufficient: the hypothesis that $H$ commutes with the group cannot simply be dropped. Here the added term merely cancels a symmetry breaking that $H$ already contained.
